# Density matrices of real Roothaan orbitals satisfy PSP = P, tr(PS) = N and FPS = SPF

Let $F$ (the Fock or Kohn–Sham matrix) and $S$ (the overlap matrix) be real symmetric $n\times n$ matrices in a finite, generally non-orthogonal basis. The $N$ orbitals are the columns of a real $n\times N$ matrix $C$, with energies $e_1,\dots,e_N$ and

$$C^TSC=1,\qquad FC=SC\,\mathrm{diag}(e).$$

The density matrix is $P=CC^T$, with occupation one per orbital. A closed-shell code that stores $D=2P$ has $DSD=2D$ and $\mathrm{tr}(DS)=2N$ instead.

## Three conditions that characterize P

Every such $P$ satisfies

$$PSP=P,\qquad \mathrm{tr}(PS)=N,\qquad FPS=SPF.$$

Conversely, if $S$ is also positive semidefinite, every symmetric $P$ with these three properties is $CC^T$ for some $N$ orthonormal solutions of the Roothaan equation. Positive semidefiniteness expresses that $x^TSx$ is the squared norm of the function with coefficients $x$.

## Purification and SCF residuals

For a fixed real $F$ in a finite basis, the equivalence lets a density-matrix method work with $P$ alone and still describe a set of Roothaan orbitals. A McWeeny purification step in a non-orthogonal basis is

$$P\leftarrow 3PSP-2PSPSP,$$

and any $P$ with $PSP=P$ is a fixed point of it. After the loop, a code can monitor $\|PSP-P\|$ and $|\mathrm{tr}(PS)-N|$. In a self-consistent calculation, $FPS-SPF$ is a common DIIS error matrix, with $F$ built from the current density.

## From orbitals to P and back

**From orbitals to $P$.** Regrouping gives $PSP=C(C^TSC)C^T=P$. Cyclicity of the trace gives $\mathrm{tr}(PS)=\mathrm{tr}(C^TSC)=N$. Transposing the Roothaan equation gives $C^TF=\mathrm{diag}(e)\,C^TS$, hence

$$FPS=(FC)C^TS=SC\,\mathrm{diag}(e)\,C^TS=SCC^TF=SPF.$$

Similarly, $\mathrm{tr}(PF)=\mathrm{tr}(C^TFC)=\mathrm{tr}(C^TSC\,\mathrm{diag}(e))=\sum_i e_i$.

**From $P$ to orthonormal orbitals.** Write $P=V\mathrm{diag}(d)V^T$ with $V$ orthogonal. Then

$$(PV)^TS(PV)=V^TPSPV=V^TPV=\mathrm{diag}(d).$$

Each $d_i$ is therefore $x^TSx$ for $x$ the $i$-th column of $PV$, so $d_i\ge0$. Let $B$ have the columns $\sqrt{d_a}\,v_a$ for $d_a\ne0$, where $v_a$ is column $a$ of $V$, and let $L$ have the rows $v_a^T/\sqrt{d_a}$. Then $BB^T=P$ and $LB=1$, so

$$B^TSB=LB(B^TSB)(LB)^T=LPSPL^T=LPL^T=(LB)(LB)^T=1.$$

The number of columns of $B$ is $\mathrm{tr}(B^TSB)=\mathrm{tr}(PS)=N$. Set $C=B$.

**Rotation to canonical orbitals.** The commutation condition gives

$$FC=FC(C^TSC)=FPSC=SPFC=SCG,\qquad G=C^TFC.$$

Since $G$ is symmetric, $GU=U\mathrm{diag}(e)$ for some orthogonal $U$. The orbitals $C'=CU$ satisfy $C'^TSC'=U^TU=1$, $FC'=SCGU=SC'\mathrm{diag}(e)$ and $C'C'^T=CUU^TC^T=P$.

## Two centres with overlap 7/25

Take

$$F=\begin{pmatrix}a&b\\b&a\end{pmatrix},\quad S=\begin{pmatrix}1&7/25\\7/25&1\end{pmatrix},\quad C=\begin{pmatrix}5/8\\5/8\end{pmatrix}.$$

Here $a$ denotes the on-site element and $b$ the coupling between the centres. The squared norm is $C^TSC=2\cdot\frac{25}{64}\cdot\frac{32}{25}=1$. With $J$ the $2\times2$ matrix of ones, $P=\frac{25}{64}J$ and $PS=\frac12J$, so $\mathrm{tr}(PS)=1$. Since $J^2=2J$, $PSP=\frac{25}{64}J=P$. Both $FPS$ and $SPF$ equal $\frac{a+b}{2}J$, and $\mathrm{tr}(PF)=\frac{25}{32}(a+b)$ is the orbital energy $(a+b)/(1+7/25)$.

## The Lean file

```lean
import Mathlib

open Matrix

namespace NonorthogonalDensityMatrix

variable {n k : Type*} [Fintype n] [DecidableEq n] [Fintype k] [DecidableEq k]

/-- The density matrix `P = C Cᵀ` of the orbitals stored in the columns of `C`. -/
def density (C : Matrix n k ℝ) : Matrix n n ℝ := C * Cᵀ

/-- The columns of `C` are orthonormal in the overlap metric `S` and solve the
Roothaan equation `F C = S C diag(e)`. -/
def IsRoothaanSolution (F S : Matrix n n ℝ) (C : Matrix n k ℝ) (e : k → ℝ) : Prop :=
  Cᵀ * S * C = 1 ∧ F * C = S * C * diagonal e

omit [DecidableEq n] in
/-- The density matrix of orthonormal orbitals is idempotent in the overlap metric. -/
theorem density_idempotent {S : Matrix n n ℝ} {C : Matrix n k ℝ}
    (h : Cᵀ * S * C = 1) : density C * S * density C = density C := by
  calc density C * S * density C = C * (Cᵀ * S * C) * Cᵀ := by
        simp only [density, Matrix.mul_assoc]
    _ = density C := by rw [h, Matrix.mul_one, density]

omit [DecidableEq n] in
/-- For orthonormal orbitals, the trace of `P S` is the number of orbitals. -/
theorem trace_density_overlap {S : Matrix n n ℝ} {C : Matrix n k ℝ}
    (h : Cᵀ * S * C = 1) : trace (density C * S) = Fintype.card k := by
  rw [density, Matrix.mul_assoc, Matrix.trace_mul_comm, h, Matrix.trace_one]

omit [DecidableEq n] in
/-- For symmetric `F` and `S`, the density matrix of a Roothaan solution satisfies `F P S = S P F`.
-/
theorem density_commutes {F S : Matrix n n ℝ} {C : Matrix n k ℝ} {e : k → ℝ}
    (hF : Fᵀ = F) (hS : Sᵀ = S) (h : IsRoothaanSolution F S C e) :
    F * density C * S = S * density C * F := by
  -- the transposed Roothaan equation
  have ht : Cᵀ * F = diagonal e * (Cᵀ * S) := by
    have := congrArg Matrix.transpose h.2
    simpa only [Matrix.transpose_mul, hF, hS, Matrix.diagonal_transpose] using this
  calc F * density C * S = (F * C) * (Cᵀ * S) := by simp only [density, Matrix.mul_assoc]
    _ = S * C * (diagonal e * (Cᵀ * S)) := by rw [h.2, Matrix.mul_assoc (S * C)]
    _ = S * density C * F := by rw [← ht]; simp only [density, Matrix.mul_assoc]

omit [DecidableEq n] in
/-- The trace of `P F` is the sum of the occupied orbital energies. -/
theorem trace_density_fock {F S : Matrix n n ℝ} {C : Matrix n k ℝ} {e : k → ℝ}
    (h : IsRoothaanSolution F S C e) : trace (density C * F) = ∑ i, e i := by
  rw [density, Matrix.mul_assoc, Matrix.trace_mul_comm, Matrix.mul_assoc, h.2,
    ← Matrix.mul_assoc, ← Matrix.mul_assoc, h.1, Matrix.one_mul, Matrix.trace_diagonal]

/-- A real symmetric matrix has an orthogonal matrix of eigenvectors. -/
theorem exists_eigenvectors {A : Matrix k k ℝ} (hA : Aᵀ = A) :
    ∃ (V : Matrix k k ℝ) (d : k → ℝ), Vᵀ * V = 1 ∧ A * V = V * diagonal d := by
  have h : A.IsHermitian := by
    rw [Matrix.IsHermitian, Matrix.conjTranspose_eq_transpose_of_trivial]
    exact hA
  refine ⟨(h.eigenvectorUnitary : Matrix k k ℝ), h.eigenvalues, ?_, ?_⟩
  · have hu := Matrix.mem_unitaryGroup_iff'.mp h.eigenvectorUnitary.2
    rwa [Matrix.star_eq_conjTranspose, Matrix.conjTranspose_eq_transpose_of_trivial] at hu
  · ext i j
    have hj := congrFun (h.mulVec_eigenvectorBasis j) i
    rw [Matrix.mul_diagonal, mul_comm]
    exact hj

/-- A symmetric `P` with `P S P = P` and `tr(P S) = N`, for a positive semidefinite
overlap, is the density matrix of `N` orthonormal orbitals. -/
theorem exists_orbitals {P S : Matrix n n ℝ} {N : ℕ}
    (hpos : ∀ x : n → ℝ, 0 ≤ x ⬝ᵥ S *ᵥ x) (hP : Pᵀ = P)
    (hid : P * S * P = P) (htr : trace (P * S) = N) :
    ∃ C : Matrix n (Fin N) ℝ, Cᵀ * S * C = 1 ∧ density C = P := by
  obtain ⟨V, d, hV, hPV⟩ := exists_eigenvectors hP
  have hV' : V * Vᵀ = 1 := mul_eq_one_comm.mp hV
  have hPd : P = V * diagonal d * Vᵀ := by
    rw [← hPV, Matrix.mul_assoc, hV', Matrix.mul_one]
  -- the eigenvalues of P = Pᵀ S P are nonnegative
  have key : (P * V)ᵀ * S * (P * V) = diagonal d := by
    calc (P * V)ᵀ * S * (P * V) = Vᵀ * (P * S * P * V) := by
          simp only [Matrix.transpose_mul, hP, Matrix.mul_assoc]
      _ = diagonal d := by rw [hid, hPV, ← Matrix.mul_assoc, hV, Matrix.one_mul]
  have hd : ∀ i, 0 ≤ d i := fun i => by
    have h2 : ((P * V)ᵀ * S * (P * V)) i i
        = (fun j => (P * V) j i) ⬝ᵥ S *ᵥ (fun j => (P * V) j i) := by
      rw [Matrix.mul_assoc]; rfl
    rw [key, Matrix.diagonal_apply_eq] at h2
    rw [h2]
    exact hpos _
  -- scaled eigenvectors B of P with nonzero eigenvalue, and a left inverse L
  let B : Matrix n {i // d i ≠ 0} ℝ := fun i a => V i a.1 * √(d a.1)
  let L : Matrix {i // d i ≠ 0} n ℝ := fun a i => V i a.1 / √(d a.1)
  have hB : B * Bᵀ = P := by
    ext i j
    calc (B * Bᵀ) i j = ∑ a : {i // d i ≠ 0}, V i a.1 * d a.1 * V j a.1 := by
          rw [Matrix.mul_apply]
          refine Finset.sum_congr rfl fun a _ => ?_
          have hs := Real.mul_self_sqrt (hd a.1)
          change V i a.1 * √(d a.1) * (V j a.1 * √(d a.1)) = _
          linear_combination V i a.1 * V j a.1 * hs
      _ = ∑ a ∈ Finset.univ.filter (fun a => d a ≠ 0), V i a * d a * V j a :=
          (Finset.sum_subtype _ (by simp) (fun a => V i a * d a * V j a)).symm
      _ = ∑ a, V i a * d a * V j a :=
          Finset.sum_filter_of_ne (fun a _ h h0 => h (by simp [h0]))
      _ = P i j := by
          rw [hPd, Matrix.mul_apply]
          simp only [Matrix.mul_diagonal, Matrix.transpose_apply]
  have hLB : L * B = 1 := by
    ext a b
    have h := congrFun (congrFun hV a.1) b.1
    rw [Matrix.mul_apply] at h
    simp only [Matrix.transpose_apply] at h
    calc (L * B) a b = (∑ i, V i a.1 * V i b.1) * (√(d b.1) / √(d a.1)) := by
          rw [Matrix.mul_apply, Finset.sum_mul]
          refine Finset.sum_congr rfl fun i _ => ?_
          change V i a.1 / √(d a.1) * (V i b.1 * √(d b.1)) = _
          ring
      _ = (1 : Matrix {i // d i ≠ 0} {i // d i ≠ 0} ℝ) a b := by
          rw [h]
          by_cases hab : a = b
          · subst hab
            have hp : 0 < d a.1 := lt_of_le_of_ne (hd a.1) (Ne.symm a.2)
            rw [Matrix.one_apply_eq, Matrix.one_apply_eq, one_mul,
              div_self (Real.sqrt_pos.2 hp).ne']
          · rw [Matrix.one_apply_ne hab,
              Matrix.one_apply_ne (fun h => hab (Subtype.ext h)), zero_mul]
  -- cancel B on both sides of P S P = P
  have hBS : Bᵀ * S * B = 1 := by
    calc Bᵀ * S * B = (L * B) * (Bᵀ * S * B) * (L * B)ᵀ := by
          rw [hLB, Matrix.transpose_one, Matrix.one_mul, Matrix.mul_one]
      _ = L * ((B * Bᵀ) * S * (B * Bᵀ)) * Lᵀ := by
          simp only [Matrix.transpose_mul, Matrix.mul_assoc]
      _ = L * (B * Bᵀ) * Lᵀ := by rw [hB, hid]
      _ = (L * B) * (L * B)ᵀ := by simp only [Matrix.transpose_mul, Matrix.mul_assoc]
      _ = 1 := by rw [hLB, Matrix.transpose_one, Matrix.one_mul]
  -- the trace fixes the number of orbitals
  have hc : Fintype.card {i // d i ≠ 0} = N := by
    have h := trace_density_overlap hBS
    rw [density, hB, htr] at h
    exact_mod_cast h.symm
  let f := Fintype.equivFinOfCardEq hc
  refine ⟨B.submatrix id f.symm, ?_, ?_⟩
  · have h : (B.submatrix id f.symm)ᵀ * S * B.submatrix id f.symm
        = (Bᵀ * S * B).submatrix f.symm f.symm := rfl
    rw [h, hBS, Matrix.submatrix_one_equiv]
  · rw [← hB]
    ext i j
    exact Equiv.sum_comp f.symm (fun a => B i a * B j a)

/-- For symmetric `F` and positive semidefinite symmetric `S`, the density matrices of `N`
Roothaan orbitals are exactly the symmetric `P` with `P S P = P`, `tr(P S) = N` and
`F P S = S P F`. -/
theorem roothaan_density_iff {F S P : Matrix n n ℝ} {N : ℕ} (hF : Fᵀ = F) (hS : Sᵀ = S)
    (hpos : ∀ x : n → ℝ, 0 ≤ x ⬝ᵥ S *ᵥ x) :
    (∃ (C : Matrix n (Fin N) ℝ) (e : Fin N → ℝ),
      IsRoothaanSolution F S C e ∧ density C = P) ↔
    Pᵀ = P ∧ P * S * P = P ∧ trace (P * S) = N ∧ F * P * S = S * P * F := by
  constructor
  · rintro ⟨C, e, h, rfl⟩
    refine ⟨?_, density_idempotent h.1, ?_, density_commutes hF hS h⟩
    · rw [density, Matrix.transpose_mul, Matrix.transpose_transpose]
    · rw [trace_density_overlap h.1, Fintype.card_fin]
  · rintro ⟨hP, hid, htr, hcomm⟩
    obtain ⟨C, hC, hCP⟩ := exists_orbitals hpos hP hid htr
    -- F maps the occupied space into its image under S
    have hinv : F * C = S * C * (Cᵀ * F * C) := by
      calc F * C = F * C * (Cᵀ * S * C) := by rw [hC, Matrix.mul_one]
        _ = F * density C * S * C := by simp only [density, Matrix.mul_assoc]
        _ = S * density C * F * C := by rw [hCP, hcomm]
        _ = S * C * (Cᵀ * F * C) := by simp only [density, Matrix.mul_assoc]
    have hG : (Cᵀ * F * C)ᵀ = Cᵀ * F * C := by
      simp only [Matrix.transpose_mul, Matrix.transpose_transpose, hF, Matrix.mul_assoc]
    -- rotate to canonical orbitals
    obtain ⟨U, e, hU, hGU⟩ := exists_eigenvectors hG
    have hU' : U * Uᵀ = 1 := mul_eq_one_comm.mp hU
    refine ⟨C * U, e, ⟨?_, ?_⟩, ?_⟩
    · calc (C * U)ᵀ * S * (C * U) = Uᵀ * (Cᵀ * S * C) * U := by
            simp only [Matrix.transpose_mul, Matrix.mul_assoc]
        _ = 1 := by rw [hC, Matrix.mul_one, hU]
    · rw [← Matrix.mul_assoc, hinv, Matrix.mul_assoc (S * C), hGU]
      simp only [Matrix.mul_assoc]
    · calc density (C * U) = C * (U * Uᵀ) * Cᵀ := by
            simp only [density, Matrix.transpose_mul, Matrix.mul_assoc]
        _ = P := by rw [hU', Matrix.mul_one, ← hCP, density]

/-- Two equivalent centres with overlap `7/25`, on-site element `a` and coupling `b`: the
in-phase orbital solves the Roothaan equation, and the overlap is positive semidefinite. -/
theorem roothaan_witness (a b : ℝ) :
    IsRoothaanSolution !![a, b; b, a] !![1, 7/25; 7/25, 1]
      (!![5/8; 5/8] : Matrix (Fin 2) (Fin 1) ℝ) (fun _ => (a + b) / (1 + 7/25)) ∧
    ∀ x : Fin 2 → ℝ, 0 ≤ x ⬝ᵥ !![1, 7/25; 7/25, 1] *ᵥ x := by
  refine ⟨⟨?_, ?_⟩, fun x => ?_⟩
  · ext i j
    fin_cases i
    fin_cases j
    norm_num [Matrix.mul_apply, Fin.sum_univ_succ]
  · ext i j
    rw [Matrix.mul_diagonal]
    fin_cases i <;> fin_cases j <;>
      simp [Matrix.mul_apply, Fin.sum_univ_succ] <;> ring
  · simp only [Matrix.mulVec, dotProduct, Fin.sum_univ_two, Matrix.of_apply,
      Matrix.cons_val_zero, Matrix.cons_val_one]
    nlinarith [sq_nonneg (x 0 + x 1), sq_nonneg (x 0), sq_nonneg (x 1)]

end NonorthogonalDensityMatrix
```

```lean
#print axioms NonorthogonalDensityMatrix.trace_density_fock
-- 'NonorthogonalDensityMatrix.trace_density_fock' depends on axioms: [propext, Classical.choice, Quot.sound]
#print axioms NonorthogonalDensityMatrix.roothaan_density_iff
-- 'NonorthogonalDensityMatrix.roothaan_density_iff' depends on axioms: [propext, Classical.choice, Quot.sound]
```

## How the theorems encode the orbitals

The finite type `n` indexes basis functions and `k` indexes orbitals; in the equivalence, `k` is `Fin N`. `density C` is $CC^T$, and `IsRoothaanSolution F S C e` combines orthonormality with the eigenvalue equation. The hypotheses `hF` and `hS` state symmetry, and `hpos` states $x^TSx\ge0$ for every real vector $x$.

`roothaan_density_iff` says that, under these hypotheses, some `C` and `e` form a Roothaan solution with density `P` exactly when `P` is symmetric and satisfies the three conditions. A singular $S$ is allowed.

The first direction is assembled from `density_idempotent`, `trace_density_overlap` and `density_commutes`. The first two need only $C^TSC=1$; the third uses the transposed equation, named `ht`. `trace_density_fock` proves the energy sum separately.

For the converse, `exists_eigenvectors` puts Mathlib's spectral theorem into the form $AV=V\mathrm{diag}(d)$. `exists_orbitals` then follows the construction of $B$: `hd` gives nonnegative eigenvalues, `hB` and `hLB` give $BB^T=P$ and $LB=1$, `hBS` gives orthonormality, and `hc` counts the columns, which are finally relabelled by `Fin N`. In the main theorem, `hinv` is $FC=SCG$, and a second use of `exists_eigenvectors` supplies $U$. Several `calc` steps only regroup products by associativity.

`roothaan_witness` checks the two-centre orbital for all real `a` and `b`, together with the positive semidefiniteness of its overlap matrix.

## Occupation, self-consistency and rounding

The conditions do not select the lowest $N$ orbitals: in the two-centre model, the density matrix of the normalized out-of-phase orbital satisfies them too. A code must enforce ground-state occupation separately, for instance through the initial matrix of the purification.

$F$ is a given matrix, so the theorem does not address whether an SCF cycle converges. It concerns exact real arithmetic and integer occupation; complex orbitals and fractional occupations are not treated. It gives no error bound for small nonzero residuals, no convergence result for purification, and no statement about the sparsity on which linear scaling depends.
